# An operator that commutes with the spin has no matrix elements between multiplets of different spin

A molecule has a singlet and a triplet state close in energy, and a perturbation V acts on it. If V commutes with every component of the total spin, which is what "scalar" means below, can it mix the two? More generally, take a multiplet of spin a/2 and one of spin b/2, and collect the matrix elements of V between them in a rectangular matrix T, with rows labelled by the states of spin a/2 and columns by those of spin b/2. Write Jx, Jy, Jz for the spin matrices of the first multiplet and Kx, Ky, Kz for those of the second. Since spin operators do not lead out of a multiplet, taking matrix elements of the commutation relations gives

Jx T = T Kx,  Jy T = T Ky,  Jz T = T Kz.

The problems below show that the first two equations already force T = 0 when a ≠ b. For a spin-free electronic Hamiltonian restricted to two such multiplets, this is why the singlet–triplet block vanishes; spin–orbit coupling does not commute with the spin alone and escapes the argument.

## The spin n/2 matrices

Units are ħ = 1. The letter i is a basis index, and I is the imaginary unit. For a natural number n, the n + 1 states are numbered i = 0, …, n from the highest weight down, so state i has m = n/2 − i. In Lean the index type is `Fin (n + 1)`.

```lean
import Mathlib

open Matrix

namespace SpinSelectionRule

noncomputable section
```

The amplitude between states k and k − 1 is √(k(n + 1 − k)). This is the usual √(j(j + 1) − m(m + 1)) with j = n/2 and m = n/2 − k.

```lean
/-- The ladder amplitude `√(k (n + 1 - k))` between the states number `k` and `k - 1`
of a spin `n/2` multiplet, counted from the highest weight. -/
def ladderAmp (n k : ℕ) : ℂ := ((√((k : ℝ) * (n + 1 - k)) : ℝ) : ℂ)
```

The raising operator J+ takes state k to state k − 1, so its nonzero entries have row i and column k = i + 1.

```lean
/-- The raising operator `J+` of spin `n/2`; index `i` is the state with `m = n/2 - i`. -/
def raising (n : ℕ) : Matrix (Fin (n + 1)) (Fin (n + 1)) ℂ :=
  Matrix.of fun i k => if (k : ℕ) = (i : ℕ) + 1 then ladderAmp n k else 0
```

Its entries are real, so its adjoint J− is its transpose.

```lean
/-- The lowering operator `J-`, the transpose of the real matrix `J+`. -/
def lowering (n : ℕ) : Matrix (Fin (n + 1)) (Fin (n + 1)) ℂ := (raising n)ᵀ
```

The Cartesian components follow in the standard phase convention.

```lean
/-- The spin `n/2` matrix `Jx = (J+ + J-)/2`. -/
def spinX (n : ℕ) : Matrix (Fin (n + 1)) (Fin (n + 1)) ℂ :=
  (1 / 2 : ℂ) • (raising n + lowering n)

/-- The spin `n/2` matrix `Jy = (J+ - J-)/(2I)`, with `I` the imaginary unit. -/
def spinY (n : ℕ) : Matrix (Fin (n + 1)) (Fin (n + 1)) ℂ :=
  (-(Complex.I / 2)) • (raising n - lowering n)

/-- The spin `n/2` matrix `Jz`, diagonal with entries `m = n/2 - i`. -/
def spinZ (n : ℕ) : Matrix (Fin (n + 1)) (Fin (n + 1)) ℂ :=
  Matrix.diagonal fun i => (n : ℂ) / 2 - ((i : ℕ) : ℂ)
```

Thus `spinX a` is Jx and `spinX b` is Kx. The matrices are given explicitly, so their algebra has to be computed, not postulated.

## (a) The squared ladder amplitude

**Show that the amplitude squares to k(n + 1 − k) for k ≤ n + 1.**

Both factors k and n + 1 − k are nonnegative, so the real square root squares back to its argument. The Lean proof establishes this sign and then passes from real to complex numbers.

```lean
/-- For `k ≤ n + 1`, the square of the ladder amplitude is `k (n + 1 - k)`. -/
lemma ladderAmp_sq (n k : ℕ) (h : k ≤ n + 1) :
    ladderAmp n k * ladderAmp n k = (k : ℂ) * (n + 1 - k) := by
  have h1 : (k : ℝ) ≤ n + 1 := by exact_mod_cast h
  have h0 : 0 ≤ (k : ℝ) * (n + 1 - k) := mul_nonneg (Nat.cast_nonneg k) (by linarith)
  rw [ladderAmp, ← Complex.ofReal_mul, Real.mul_self_sqrt h0]
  simp
```

## (b) Down, then up

**Compute J+J−.**

For i < n, J− takes state i to state i + 1 and J+ brings it back, each with the same amplitude. The product is therefore diagonal, with entries

(J+J−)ᵢᵢ = (i + 1)(n − i).

For i = n there is no lower state and the entry is 0, which the formula also gives. The proof makes the same case distinction: `Finset.sum_eq_single` keeps the one intermediate state that contributes, and `Finset.sum_eq_zero` handles the bottom state.

```lean
/-- `J+ J-` is diagonal with entries `(i + 1)(n - i)`. -/
lemma raising_mul_lowering (n : ℕ) : raising n * lowering n =
    Matrix.diagonal fun i : Fin (n + 1) => (((i : ℕ) : ℂ) + 1) * (n - ((i : ℕ) : ℂ)) := by
  ext i k
  rw [Matrix.mul_apply]
  by_cases hi : (i : ℕ) + 1 < n + 1
  · -- only the state just below `i` contributes
    rw [Finset.sum_eq_single (⟨(i : ℕ) + 1, hi⟩ : Fin (n + 1))]
    · by_cases h : i = k
      · subst h
        calc _ = ladderAmp n ((i : ℕ) + 1) * ladderAmp n ((i : ℕ) + 1) := by
              simp [raising, lowering]
          _ = _ := by
              rw [ladderAmp_sq n _ hi.le, Matrix.diagonal_apply_eq]
              push_cast
              ring
      · have hv : (i : ℕ) ≠ k := fun e => h (Fin.ext e)
        simp [raising, lowering, h, hv]
    · intro l _ hl
      have h : (l : ℕ) ≠ (i : ℕ) + 1 := fun e => hl (Fin.ext e)
      simp [raising, h]
    · intro h
      exact absurd (Finset.mem_univ _) h
  · have hin : (i : ℕ) = n := by have := i.isLt; omega
    rw [Finset.sum_eq_zero]
    · by_cases h : i = k
      · subst h
        simp [hin]
      · simp [h]
    · intro l _
      have h : (l : ℕ) ≠ (i : ℕ) + 1 := by have := l.isLt; omega
      simp [raising, h]
```

## (c) Up, then down

**Compute J−J+.**

For i > 0 the only intermediate state is i − 1, and

(J−J+)ᵢᵢ = i(n + 1 − i).

At i = 0 both sides vanish. In the code, `p` is the number of the intermediate state.

```lean
/-- `J- J+` is diagonal with entries `i (n + 1 - i)`. -/
lemma lowering_mul_raising (n : ℕ) : lowering n * raising n =
    Matrix.diagonal fun i : Fin (n + 1) => ((i : ℕ) : ℂ) * (n + 1 - ((i : ℕ) : ℂ)) := by
  ext i k
  rw [Matrix.mul_apply]
  by_cases hi : (i : ℕ) = 0
  · rw [Finset.sum_eq_zero]
    · by_cases h : i = k
      · subst h
        simp [hi]
      · simp [h]
    · intro l _
      have h : (i : ℕ) ≠ (l : ℕ) + 1 := by omega
      simp [raising, lowering, h]
  · -- only the state just above `i` contributes
    obtain ⟨p, hp⟩ : ∃ p, (i : ℕ) = p + 1 := ⟨(i : ℕ) - 1, by omega⟩
    have hpn : p < n + 1 := by have := i.isLt; omega
    rw [Finset.sum_eq_single (⟨p, hpn⟩ : Fin (n + 1))]
    · by_cases h : i = k
      · subst h
        calc _ = ladderAmp n (i : ℕ) * ladderAmp n (i : ℕ) := by
              simp [raising, lowering, hp]
          _ = _ := by rw [ladderAmp_sq n _ i.isLt.le, Matrix.diagonal_apply_eq]
      · have hk : (k : ℕ) ≠ p + 1 := fun e => h (Fin.ext (hp.trans e.symm))
        simp [raising, lowering, h, hk]
    · intro l _ hl
      have h : (i : ℕ) ≠ (l : ℕ) + 1 := by
        intro e
        apply hl
        apply Fin.ext
        show (l : ℕ) = p
        omega
      simp [raising, lowering, h]
    · intro h
      exact absurd (Finset.mem_univ _) h
```

## (d) The commutator of Jx and Jy

**Show that [Jx, Jy] = I Jz.**

With Jx = (J+ + J−)/2 and Jy = −(I/2)(J+ − J−), the squares of J+ and J− cancel:

[Jx, Jy] = (I/2)(J+J− − J−J+).

By (b) and (c), the diagonal entries of the bracket are

(i + 1)(n − i) − i(n + 1 − i) = n − 2i = 2(n/2 − i),

which is twice the entry of Jz. In the code, `simp only` expands the operator products, `module` collects the terms, and `ring` does the arithmetic on the diagonal.

```lean
/-- The angular momentum commutation relation `[Jx, Jy] = I Jz`, with `I` the imaginary unit. -/
theorem spin_comm (n : ℕ) :
    spinX n * spinY n - spinY n * spinX n = Complex.I • spinZ n := by
  have h : spinX n * spinY n - spinY n * spinX n =
      (Complex.I / 2) • (raising n * lowering n - lowering n * raising n) := by
    simp only [spinX, spinY, Matrix.smul_mul, Matrix.mul_smul,
      Matrix.add_mul, Matrix.mul_add, Matrix.sub_mul, Matrix.mul_sub]
    module
  rw [h, raising_mul_lowering, lowering_mul_raising]
  ext i k
  by_cases hik : i = k
  · subst hik
    simp only [Matrix.smul_apply, Matrix.sub_apply, spinZ, Matrix.diagonal_apply_eq, smul_eq_mul]
    ring
  · simp [spinZ, hik]
```

## (e) The total spin squared

**Show that Jx² + Jy² + Jz² is the number j(j + 1) times the identity, with j = n/2.**

Expanding the squares gives

Jx² + Jy² = (J+J− + J−J+)/2,

whose diagonal entries are n/2 + in − i². Adding the square of m,

n/2 + in − i² + (n/2 − i)² = n/2 + n²/4 = (n/2)(n/2 + 1).

The dependence on i has gone. The Lean proof follows this order, treating Jy² first because of the factor I² = −1.

```lean
/-- The total spin squared `Jx² + Jy² + Jz²` is `j (j + 1)` times the identity, with `j = n/2`. -/
theorem spin_casimir (n : ℕ) :
    spinX n * spinX n + spinY n * spinY n + spinZ n * spinZ n =
      ((n : ℂ) / 2 * ((n : ℂ) / 2 + 1)) • (1 : Matrix (Fin (n + 1)) (Fin (n + 1)) ℂ) := by
  have hy : spinY n * spinY n =
      (-(1 / 4) : ℂ) • ((raising n - lowering n) * (raising n - lowering n)) := by
    have hI : -(Complex.I / 2) * -(Complex.I / 2) = -(1 / 4) := by
      linear_combination (1 / 4) * Complex.I_mul_I
    simp only [spinY, Matrix.smul_mul, Matrix.mul_smul, smul_smul, hI]
  have h : spinX n * spinX n + spinY n * spinY n =
      (1 / 2 : ℂ) • (raising n * lowering n + lowering n * raising n) := by
    rw [hy]
    simp only [spinX, Matrix.smul_mul, Matrix.mul_smul,
      Matrix.add_mul, Matrix.mul_add, Matrix.sub_mul, Matrix.mul_sub]
    module
  rw [h, raising_mul_lowering, lowering_mul_raising, spinZ, Matrix.diagonal_mul_diagonal]
  ext i k
  by_cases hik : i = k
  · subst hik
    simp only [Matrix.smul_apply, Matrix.add_apply, Matrix.diagonal_apply_eq,
      Matrix.one_apply_eq, smul_eq_mul]
    ring
  · simp [hik]
```

## (f) Products pass through T

**Suppose A T = T A′ and B T = T B′. Show that A B T = T A′ B′.**

Move T to the left one factor at a time:

A B T = A T B′ = T A′ B′.

The proof consists of these two substitutions and reassociation. In this lemma a and b are the sizes of the matrices, not twice the spins.

```lean
/-- If `T` intertwines two pairs of operators, it intertwines their products. -/
lemma intertwine_mul {a b : ℕ} {A B : Matrix (Fin a) (Fin a) ℂ} {A' B' : Matrix (Fin b) (Fin b) ℂ}
    {T : Matrix (Fin a) (Fin b) ℂ} (hA : A * T = T * A') (hB : B * T = T * B') :
    A * B * T = T * (A' * B') := by
  rw [Matrix.mul_assoc A B T, hB, ← Matrix.mul_assoc A T B', hA, Matrix.mul_assoc]
```

## (g) The z equation comes for free

**Deduce Jz T = T Kz from the x and y equations.**

Use (d) for both multiplets and (f) for both orders of the product:

I Jz T = (Jx Jy − Jy Jx) T = T (Kx Ky − Ky Kx) = I T Kz.

Divide by I. In Lean this last step is `smul_right_injective`. No condition on a and b is needed.

```lean
/-- A coupling that intertwines `Jx` and `Jy` of two multiplets also intertwines `Jz`. -/
theorem intertwine_spinZ {a b : ℕ} {T : Matrix (Fin (a + 1)) (Fin (b + 1)) ℂ}
    (hx : spinX a * T = T * spinX b) (hy : spinY a * T = T * spinY b) :
    spinZ a * T = T * spinZ b := by
  have h : Complex.I • (spinZ a * T) = Complex.I • (T * spinZ b) := by
    rw [← Matrix.smul_mul, ← Matrix.mul_smul, ← spin_comm a, ← spin_comm b,
      Matrix.sub_mul, Matrix.mul_sub, intertwine_mul hx hy, intertwine_mul hy hx]
  exact smul_right_injective _ Complex.I_ne_zero h
```

## (h) Different spins give T = 0

**Let a ≠ b, and let T satisfy the x and y equations. Show that T = 0.**

By (g) all three components pass through T, and by (f) so do their squares. Hence

(Jx² + Jy² + Jz²) T = T (Kx² + Ky² + Kz²).

By (e) both sides are numbers times T:

(a/2)(a/2 + 1) T = (b/2)(b/2 + 1) T.

The difference of the two numbers is

(a − b)(a + b + 2)/4.

The first factor is nonzero by hypothesis, and the second is positive. So every entry of T vanishes.

In the Lean statement, `hab` is a ≠ b, while `hx` and `hy` are the two equations; T is otherwise an arbitrary complex matrix. The `calc` block is the comparison of the squared spins. The end of the proof works entry by entry and removes the two nonzero factors in turn.

```lean
/-- A matrix `T` between multiplets of different spins `a/2` and `b/2` that intertwines
`Jx` and `Jy` is zero. -/
theorem scalar_coupling_eq_zero {a b : ℕ} (hab : a ≠ b)
    {T : Matrix (Fin (a + 1)) (Fin (b + 1)) ℂ}
    (hx : spinX a * T = T * spinX b) (hy : spinY a * T = T * spinY b) : T = 0 := by
  have hz := intertwine_spinZ hx hy
  -- `T` intertwines the total spins squared, which are two numbers
  have h : ((a : ℂ) / 2 * ((a : ℂ) / 2 + 1)) • T = ((b : ℂ) / 2 * ((b : ℂ) / 2 + 1)) • T := by
    calc _ = (spinX a * spinX a + spinY a * spinY a + spinZ a * spinZ a) * T := by
          rw [spin_casimir, Matrix.smul_mul, Matrix.one_mul]
      _ = T * (spinX b * spinX b + spinY b * spinY b + spinZ b * spinZ b) := by
          rw [Matrix.add_mul, Matrix.add_mul, Matrix.mul_add, Matrix.mul_add,
            intertwine_mul hx hx, intertwine_mul hy hy, intertwine_mul hz hz]
      _ = _ := by rw [spin_casimir, Matrix.mul_smul, Matrix.mul_one]
  -- these numbers differ by `(a - b)(a + b + 2)/4`
  have h1 : (a : ℂ) - b ≠ 0 := sub_ne_zero.mpr (by exact_mod_cast hab)
  have h2 : (a : ℂ) + b + 2 ≠ 0 := by exact_mod_cast (by omega : a + b + 2 ≠ 0)
  ext i k
  have e := congrFun (congrFun h i) k
  simp only [Matrix.smul_apply, smul_eq_mul] at e
  have e' : ((a : ℂ) - b) * (((a : ℂ) + b + 2) * T i k) = 0 := by linear_combination 4 * e
  exact (mul_eq_zero.mp ((mul_eq_zero.mp e').resolve_left h1)).resolve_left h2
```

## (i) When a nonzero scalar coupling exists

**Show that some nonzero T satisfies the x and y equations exactly when a = b.**

If a ≠ b, (h) excludes it. If a = b, then J and K are the same matrices and the identity works. This is also the counter-example to (h) without the hypothesis a ≠ b.

Readers will recognise the pattern of Schur's lemma. The theorem settles only existence for these spin matrices; it does not determine all the couplings at equal spin.

```lean
/-- A nonzero matrix intertwining `Jx` and `Jy` of spins `a/2` and `b/2` exists exactly
when the spins are equal. -/
theorem exists_scalar_coupling_iff (a b : ℕ) :
    (∃ T : Matrix (Fin (a + 1)) (Fin (b + 1)) ℂ, T ≠ 0 ∧
      spinX a * T = T * spinX b ∧ spinY a * T = T * spinY b) ↔ a = b := by
  constructor
  · rintro ⟨T, hT, hx, hy⟩
    by_contra hab
    exact hT (scalar_coupling_eq_zero hab hx hy)
  · rintro rfl
    exact ⟨1, one_ne_zero, by rw [Matrix.mul_one, Matrix.one_mul],
      by rw [Matrix.mul_one, Matrix.one_mul]⟩
```

## (j) A scalar Hamiltonian on two multiplets

**Let H act on the direct sum of multiplets with a ≠ b, and let it commute with the total Jx and Jy. Show that H is block diagonal.**

Here the total Jx is the x component of the spin on the whole direct sum, with no orbital part. It is block diagonal, with blocks Jx and Kx. Write H₁₂ and H₂₁ for the off-diagonal blocks of H. Comparing blocks in the commutation relation gives

Jx H₁₂ = H₁₂ Kx,  Kx H₂₁ = H₂₁ Jx,

and likewise for y. Part (h) makes H₁₂ zero, and with the roles of a and b exchanged it makes H₂₁ zero.

In Lean, `⊕` joins the two sets of basis states, `fromBlocks` assembles a matrix from four blocks, and `toBlocks₁₁` and `toBlocks₂₂` extract the diagonal ones. H need not be Hermitian. Each spin occurs once here; a model with several multiplets would apply (h) to each pair of different spins.

```lean
/-- An operator `H` on the direct sum of two multiplets of different spin that commutes with
the total `Jx` and `Jy` is block diagonal. -/
theorem scalar_hamiltonian_blockDiagonal {a b : ℕ} (hab : a ≠ b)
    (H : Matrix (Fin (a + 1) ⊕ Fin (b + 1)) (Fin (a + 1) ⊕ Fin (b + 1)) ℂ)
    (hx : fromBlocks (spinX a) 0 0 (spinX b) * H = H * fromBlocks (spinX a) 0 0 (spinX b))
    (hy : fromBlocks (spinY a) 0 0 (spinY b) * H = H * fromBlocks (spinY a) 0 0 (spinY b)) :
    H = fromBlocks H.toBlocks₁₁ 0 0 H.toBlocks₂₂ := by
  rw [← Matrix.fromBlocks_toBlocks H] at hx hy
  simp only [Matrix.fromBlocks_multiply, Matrix.fromBlocks_inj, Matrix.zero_mul,
    Matrix.mul_zero, add_zero, zero_add] at hx hy
  -- each off-diagonal block is a scalar coupling between different spins
  have h12 := scalar_coupling_eq_zero hab hx.2.1 hy.2.1
  have h21 := scalar_coupling_eq_zero hab.symm hx.2.2.1 hy.2.2.1
  calc H = fromBlocks H.toBlocks₁₁ H.toBlocks₁₂ H.toBlocks₂₁ H.toBlocks₂₂ :=
        (Matrix.fromBlocks_toBlocks H).symm
    _ = _ := by rw [h12, h21]
```

## (k) One component is not enough

**Find a nonzero T between spin 1 and spin 0 that satisfies the z equation.**

Here a = 0 and b = 2, so T is a row of three numbers, Jz = 0 and Kz = diag(1, 0, −1). The row

T = (0, 1, 0)

gives T Kz = 0 = Jz T. It couples the two states with m = 0, which conservation of m alone permits.

Dropping either hypothesis of (h) on T fails in the same way. The row (1, 0, −1) satisfies T Kx = 0, and so the x equation, but not the y equation; the row (1, 0, 1) satisfies the y equation but not the x equation. The code treats the z example, checking its three entries and then its nonzero middle entry.

```lean
/-- Intertwining `Jz` alone does not suffice: the row `(0, 1, 0)` from spin 1 to spin 0
does so and is nonzero. -/
theorem spinZ_alone_insufficient :
    spinZ 0 * (!![0, 1, 0] : Matrix (Fin (0 + 1)) (Fin (2 + 1)) ℂ) =
        (!![0, 1, 0] : Matrix (Fin (0 + 1)) (Fin (2 + 1)) ℂ) * spinZ 2 ∧
      (!![0, 1, 0] : Matrix (Fin (0 + 1)) (Fin (2 + 1)) ℂ) ≠ 0 := by
  constructor
  · ext i k
    fin_cases i
    fin_cases k <;> simp [spinZ]
  · intro h
    have h01 := congrFun (congrFun h 0) 1
    simp at h01

end

end SpinSelectionRule
```

```lean
#print axioms SpinSelectionRule.exists_scalar_coupling_iff
-- 'SpinSelectionRule.exists_scalar_coupling_iff' depends on axioms: [propext, Classical.choice, Quot.sound]
#print axioms SpinSelectionRule.scalar_hamiltonian_blockDiagonal
-- 'SpinSelectionRule.scalar_hamiltonian_blockDiagonal' depends on axioms: [propext, Classical.choice, Quot.sound]
#print axioms SpinSelectionRule.spinZ_alone_insufficient
-- 'SpinSelectionRule.spinZ_alone_insufficient' depends on axioms: [propext, Classical.choice, Quot.sound]
```
